# At Fixed Cutoff and Minimum Atomic Distance, Two- and Three-Body Dispersion Terms Grow at Most Linearly in Number

Many dispersion corrections to density-functional energies are sums over pairs of atoms, some with a further sum over triples. For $N$ atoms there are $N(N-1)/2$ pairs and $N(N-1)(N-2)/6$ triples, so in a large molecule the triples far outnumber the pairs. With a distance cutoff $R_c$ only nearby atoms contribute. How many terms remain depends on how densely atoms can crowd together.

Let $S$ be a set of $N$ points in $\mathbb{R}^3$ with mutual distances at least $d>0$. The distance $d$ stands for the short-range repulsion that keeps nuclei apart. Let $R_c\ge 0$ and
$$K=\left(1+\frac{2R_c}{d}\right)^3 .$$
Call a subset of $S$ with $n$ elements an $n$-cluster if all its mutual distances are at most $R_c$, and let $C_n$ be the number of $n$-clusters. Then, for every $n\ge 0$,
$$C_{n+1}\le \frac{N K^n}{(n+1)!}.$$
In particular, at most $NK/2$ pairs and at most $NK^2/6$ triples have all their distances within the cutoff. Both bounds are linear in $N$ when $d$ and $R_c$ are held fixed.

## From packed balls to a count of clusters

**Neighbours of a point.** Suppose $m$ atoms lie within $R_c$ of a point $x$. The open balls of radius $d/2$ around them are disjoint, and all lie in the ball of radius $R_c+d/2$ around $x$. Comparing volumes,
$$m\,\frac{4\pi}{3}\left(\frac d2\right)^3\le\frac{4\pi}{3}\left(R_c+\frac d2\right)^3,$$
and division by the volume of a small ball gives $m\le K$.

**Partners of a cluster.** Let $s$ be an $n$-cluster with $n\ge1$. Its partners are the atoms outside $s$ that lie within $R_c$ of every member. Choose a member $x$. The $n$ members, $x$ included, and all the partners lie within $R_c$ of $x$, so there are at most $K-n$ partners.

**Removing an atom.** Count the pairs $(t,p)$ in which $t$ is an $(n+1)$-cluster and $p\in t$. There are $(n+1)C_{n+1}$ of them. Send $(t,p)$ to $(t\setminus\{p\},p)$, which is an $n$-cluster with one of its partners. Putting $p$ back recovers $t$, so no two pairs have the same image. Hence, for $n\ge1$,
$$(n+1)\,C_{n+1}\le (K-n)\,C_n\le K\,C_n .$$

**Induction.** Since $C_1=N$, the claim holds for $n=0$. If it holds for $n$, then
$$C_{n+2}\le\frac{K}{n+2}\,C_{n+1}\le\frac{K}{n+2}\cdot\frac{NK^n}{(n+1)!}=\frac{NK^{n+1}}{(n+2)!}.$$

The constant is generous. For $R_c=10\,d$ it is $K=21^3=9261$, and the pair bound improves on $N(N-1)/2$ only when $N>9262$.

## Atoms, clusters and partners in Lean

```lean
import Mathlib

open MeasureTheory Metric
open scoped Classical

noncomputable section

namespace DispersionClusterCount
```

Atoms are points of Euclidean 3-space, without element type or charge.

```lean
/-- Positions of atoms in three-dimensional space. -/
abbrev Point := EuclideanSpace ℝ (Fin 3)
```

The minimum distance is a condition on a finite set `S`, whose cardinality `S.card` is $N$.

```lean
/-- Any two different atoms of `S` are at least `d` apart. -/
def Separated (S : Finset Point) (d : ℝ) : Prop :=
  ∀ p ∈ S, ∀ q ∈ S, p ≠ q → d ≤ dist p q
```

A cluster is itself a finite set, so each pair or triple is counted once, without order. The cutoff is sharp and includes distances equal to `Rc`.

```lean
/-- The unordered `n`-atom clusters of `S` whose mutual distances are all within
the cutoff `Rc`. -/
def clusters (S : Finset Point) (Rc : ℝ) (n : ℕ) : Finset (Finset Point) :=
  (S.powersetCard n).filter (fun t => ∀ p ∈ t, ∀ q ∈ t, dist p q ≤ Rc)
```

For a triple, all three distances must be within the cutoff; two short sides are not enough. The partners are defined as in the derivation.

```lean
/-- The atoms of `S` outside the cluster `s` that lie within the cutoff of all its members. -/
def partners (S : Finset Point) (Rc : ℝ) (s : Finset Point) : Finset Point :=
  S.filter (fun p => p ∉ s ∧ ∀ q ∈ s, dist p q ≤ Rc)

/-- The packing constant `K = (1 + 2 Rc / d)³`, for a minimum distance `d > 0`. -/
def packing (d Rc : ℝ) : ℝ := (1 + 2 * Rc / d) ^ 3
```

The model is a finite, non-periodic set of atoms. It counts the terms to be evaluated, and says nothing about the cost of finding the neighbours or the energy lost by truncation.

## The packing bound

Here `hdisj` states that the small balls are disjoint and `hsub` that they fit into the large one. Monotonicity of the volume gives the inequality `hvol`. Mathlib expresses the volume of a ball as the cube of its radius times the volume of the unit ball, which cancels, so the value $4\pi/3$ is never needed. The identity `e` then brings out the factor $1+2R_c/d$.

```lean
/-- Atoms at least `d > 0` apart that all lie within `Rc ≥ 0` of a point `x` number
at most `K`. -/
theorem card_le_packing {T : Finset Point} {d Rc : ℝ} (hd : 0 < d) (hR : 0 ≤ Rc)
    (hT : Separated T d) (x : Point) (hx : ∀ p ∈ T, dist p x ≤ Rc) :
    (T.card : ℝ) ≤ packing d Rc := by
  have hd2 : 0 < d / 2 := by positivity
  have hr : 0 < Rc + d / 2 := by positivity
  -- balls of radius d/2 around the atoms are disjoint
  have hdisj : (T : Set Point).PairwiseDisjoint (fun p => ball p (d / 2)) := by
    intro p hp q hq hne
    have h : Disjoint (ball p (d / 2)) (ball q (d / 2)) :=
      ball_disjoint_ball (by
        have := hT p (Finset.mem_coe.1 hp) q (Finset.mem_coe.1 hq) hne
        linarith)
    exact h
  -- and they fit into one ball of radius Rc + d/2
  have hsub : (⋃ p ∈ T, ball p (d / 2)) ⊆ ball x (Rc + d / 2) := by
    intro y hy
    simp only [Set.mem_iUnion, mem_ball] at hy
    obtain ⟨p, hp, hyp⟩ := hy
    have h1 := hx p hp
    have h2 := dist_triangle y p x
    rw [mem_ball]
    linarith
  have hvol := measure_mono (μ := (volume : Measure Point)) hsub
  rw [measure_biUnion_finset hdisj (fun _ _ => measurableSet_ball)] at hvol
  simp only [Measure.addHaar_ball_of_pos _ _ hd2, Measure.addHaar_ball_of_pos _ _ hr,
    Finset.sum_const, nsmul_eq_mul, finrank_euclideanSpace_fin] at hvol
  have hv : 0 < ((volume : Measure Point) (ball 0 1)).toReal :=
    ENNReal.toReal_pos (measure_ball_pos _ _ one_pos).ne' measure_ball_lt_top.ne
  have h := ENNReal.toReal_mono
    (ENNReal.mul_ne_top ENNReal.ofReal_ne_top measure_ball_lt_top.ne) hvol
  rw [ENNReal.toReal_mul, ENNReal.toReal_mul, ENNReal.toReal_mul, ENNReal.toReal_natCast,
    ENNReal.toReal_ofReal (by positivity), ENNReal.toReal_ofReal (by positivity),
    ← mul_assoc] at h
  have h3 := le_of_mul_le_mul_right h hv
  have hq : 2 * Rc / d * d = 2 * Rc := div_mul_cancel₀ _ hd.ne'
  have e : Rc + d / 2 = (1 + 2 * Rc / d) * (d / 2) := by
    linear_combination (-1 / 2) * hq
  rw [e, mul_pow] at h3
  exact le_of_mul_le_mul_right h3 (by positivity)
```

The next theorem applies this bound to the union of a cluster and its partners. The two sets are disjoint by `hdis`, so their cardinalities add.

```lean
/-- For atoms at least `d > 0` apart and `Rc ≥ 0`, a cluster of `n ≥ 1` atoms can be
enlarged by one atom in at most `K - n` ways. -/
theorem card_partners_le {S s : Finset Point} {d Rc : ℝ} {n : ℕ} (hd : 0 < d) (hR : 0 ≤ Rc)
    (hS : Separated S d) (hn : 1 ≤ n) (hs : s ∈ clusters S Rc n) :
    ((partners S Rc s).card : ℝ) ≤ packing d Rc - n := by
  simp only [clusters, Finset.mem_filter, Finset.mem_powersetCard] at hs
  obtain ⟨⟨hsS, hc⟩, hclose⟩ := hs
  obtain ⟨x, hx⟩ : s.Nonempty := Finset.card_pos.1 (by omega)
  have hdis : Disjoint (partners S Rc s) s :=
    Finset.disjoint_left.2 (fun p hp => (Finset.mem_filter.1 hp).2.1)
  have hsub : partners S Rc s ∪ s ⊆ S :=
    Finset.union_subset (Finset.filter_subset _ _) hsS
  -- members and partners together crowd around the member x
  have h := card_le_packing (T := partners S Rc s ∪ s) hd hR
    (fun p hp q hq => hS p (hsub hp) q (hsub hq)) x (by
      intro p hp
      rcases Finset.mem_union.1 hp with h | h
      · exact (Finset.mem_filter.1 h).2.2 x hx
      · exact hclose p h x hx)
  rw [Finset.card_union_of_disjoint hdis, hc] at h
  push_cast at h
  linarith
```

## The recursion and the linear bound

The pairs $(t,p)$ become elements of a `sigma` set, and the map is `erase`. The first bullet checks that its image is a cluster with a partner; the second recovers `t` by `Finset.insert_erase`. Summing the partner bound over all $n$-clusters completes the recursion.

```lean
/-- Recursion in the cluster size `n ≥ 1`, for atoms at least `d > 0` apart and `Rc ≥ 0`:
`n + 1` times the number of `(n+1)`-clusters is at most `K - n` times the number
of `n`-clusters. -/
theorem clusters_succ_le {S : Finset Point} {d Rc : ℝ} {n : ℕ} (hd : 0 < d) (hR : 0 ≤ Rc)
    (hS : Separated S d) (hn : 1 ≤ n) :
    ((n : ℝ) + 1) * (clusters S Rc (n + 1)).card
      ≤ (packing d Rc - n) * (clusters S Rc n).card := by
  -- removing a marked atom from a cluster loses no information
  have hcount : ((clusters S Rc (n + 1)).sigma (fun t => t)).card
      ≤ ((clusters S Rc n).sigma (fun s => partners S Rc s)).card := by
    apply Finset.card_le_card_of_injOn (fun x => ⟨x.1.erase x.2, x.2⟩)
    · rintro ⟨t, p⟩ h
      simp only [Finset.mem_coe, Finset.mem_sigma, clusters, partners, Finset.mem_filter,
        Finset.mem_powersetCard] at h ⊢
      obtain ⟨⟨⟨htS, hc⟩, hcl⟩, hp⟩ := h
      have hce := Finset.card_erase_of_mem hp
      exact ⟨⟨⟨(Finset.erase_subset _ _).trans htS, by omega⟩,
        fun a ha b hb => hcl a (Finset.mem_of_mem_erase ha) b (Finset.mem_of_mem_erase hb)⟩,
        htS hp, Finset.notMem_erase p t, fun q hq => hcl p hp q (Finset.mem_of_mem_erase hq)⟩
    · rintro ⟨t, p⟩ h ⟨t', p'⟩ h' he
      have hp : p ∈ t := (Finset.mem_sigma.1 (Finset.mem_coe.1 h)).2
      have hp' : p' ∈ t' := (Finset.mem_sigma.1 (Finset.mem_coe.1 h')).2
      simp only [Sigma.mk.injEq, heq_eq_eq] at he
      obtain ⟨h1, h2⟩ := he
      subst h2
      have ht : t = t' := by
        rw [← Finset.insert_erase hp, ← Finset.insert_erase hp', h1]
      rw [ht]
  have hsize : ∀ t ∈ clusters S Rc (n + 1), t.card = n + 1 :=
    fun t ht => (Finset.mem_powersetCard.1 (Finset.mem_filter.1 ht).1).2
  rw [Finset.card_sigma, Finset.card_sigma, Finset.sum_const_nat hsize] at hcount
  have hreal : ((clusters S Rc (n + 1)).card : ℝ) * (n + 1)
      ≤ ∑ s ∈ clusters S Rc n, ((partners S Rc s).card : ℝ) := by exact_mod_cast hcount
  have hsum := Finset.sum_le_card_nsmul (clusters S Rc n)
    (fun s => ((partners S Rc s).card : ℝ)) (packing d Rc - n)
    (fun s hs => card_partners_le hd hR hS hn hs)
  rw [nsmul_eq_mul] at hsum
  linarith
```

In the main theorem `n` is one less than the number of atoms in the cluster. The proof first multiplies by the factorial and then uses induction. The step `hdrop` replaces $K-(n+1)$ by $K$, and the `calc` block combines the recursion with the induction hypothesis.

```lean
/-- Among `N` atoms at least `d > 0` apart, at most `N Kⁿ / (n+1)!` unordered clusters of
`n + 1` atoms have all their distances within the cutoff `Rc ≥ 0`. -/
theorem card_clusters_le {S : Finset Point} {d Rc : ℝ} (hd : 0 < d) (hR : 0 ≤ Rc)
    (hS : Separated S d) (n : ℕ) :
    ((clusters S Rc (n + 1)).card : ℝ)
      ≤ S.card * packing d Rc ^ n / (n + 1).factorial := by
  have hK : 0 ≤ packing d Rc := by unfold packing; positivity
  rw [le_div_iff₀ (by positivity)]
  induction n with
  | zero =>
    have h : (clusters S Rc 1).card ≤ (S.powersetCard 1).card := Finset.card_filter_le _ _
    rw [Finset.card_powersetCard, Nat.choose_one_right] at h
    simpa using h
  | succ n ih =>
    have h := clusters_succ_le (n := n + 1) hd hR hS (by omega)
    have hdrop : (packing d Rc - ((n + 1 : ℕ) : ℝ)) * (clusters S Rc (n + 1)).card
        ≤ packing d Rc * (clusters S Rc (n + 1)).card := by
      gcongr
      exact sub_le_self _ (Nat.cast_nonneg _)
    rw [Nat.factorial_succ (n + 1), Nat.cast_mul, Nat.cast_succ (n + 1)]
    calc ((clusters S Rc (n + 1 + 1)).card : ℝ)
          * ((((n + 1 : ℕ) : ℝ) + 1) * ((n + 1).factorial : ℝ))
        = ((((n + 1 : ℕ) : ℝ) + 1) * (clusters S Rc (n + 1 + 1)).card)
          * ((n + 1).factorial : ℝ) := by ring
      _ ≤ (packing d Rc * (clusters S Rc (n + 1)).card) * ((n + 1).factorial : ℝ) :=
          mul_le_mul_of_nonneg_right (h.trans hdrop) (Nat.cast_nonneg _)
      _ = packing d Rc * ((clusters S Rc (n + 1)).card * ((n + 1).factorial : ℝ)) := by ring
      _ ≤ packing d Rc * (S.card * packing d Rc ^ n) := mul_le_mul_of_nonneg_left ih hK
      _ = S.card * packing d Rc ^ (n + 1) := by ring
```

The pair bound is the case `n = 1`. The triple bound is the case `n = 2`, with $3!=6$ evaluated.

```lean
/-- Among `N` atoms at least `d > 0` apart, at most `N K² / 6` unordered triples have all three
distances within the cutoff `Rc ≥ 0`. -/
theorem card_triples_le {S : Finset Point} {d Rc : ℝ} (hd : 0 < d) (hR : 0 ≤ Rc)
    (hS : Separated S d) :
    ((clusters S Rc 3).card : ℝ) ≤ S.card * packing d Rc ^ 2 / 6 := by
  have h := card_clusters_le hd hR hS 2
  norm_num [Nat.factorial] at h
  exact h
```

## Bounded energies and crowded atoms

Let `u` assign an energy to each cluster, with magnitude at most `ε` within the cutoff. Physically, `ε` reflects the damping and the minimum distance, which keep a dispersion term finite. The triangle inequality and the cluster count then bound the truncated energy, linearly in $N$ if `ε` does not depend on $N$.

```lean
/-- For `N` atoms at least `d > 0` apart and `Rc ≥ 0`, if every cluster of `n + 1` atoms within the
cutoff has an energy term of magnitude at most `ε ≥ 0`, then the sum of these terms has magnitude at
most `ε N Kⁿ / (n+1)!`. -/
theorem abs_energy_le {S : Finset Point} {d Rc ε : ℝ} (hd : 0 < d) (hR : 0 ≤ Rc)
    (hS : Separated S d) (n : ℕ) (u : Finset Point → ℝ) (hε : 0 ≤ ε)
    (hu : ∀ t ∈ clusters S Rc (n + 1), |u t| ≤ ε) :
    |∑ t ∈ clusters S Rc (n + 1), u t|
      ≤ ε * (S.card * packing d Rc ^ n / (n + 1).factorial) := by
  have h1 := Finset.abs_sum_le_sum_abs u (clusters S Rc (n + 1))
  have h2 := Finset.sum_le_card_nsmul _ (fun t => |u t|) ε hu
  rw [nsmul_eq_mul] at h2
  have h3 := mul_le_mul_of_nonneg_left (card_clusters_le hd hR hS n) hε
  linarith
```

Distinct positions alone do not give these bounds. Take $d=R_c=1$, so that $K=27$, and place 29 distinct points on a segment of length 1, ignoring the minimum distance. All $29\cdot28/2=406$ pairs lie within the cutoff, while $NK/2=391.5$. The last theorem gives the count for any such crowded set: every subset of size `n` passes the filter, and the full binomial coefficient remains.

```lean
/-- If all `N` atoms lie within the cutoff of each other, the number of `n`-atom clusters
is the full binomial coefficient `N` choose `n`. -/
theorem card_clusters_of_all_close {S : Finset Point} {Rc : ℝ}
    (h : ∀ p ∈ S, ∀ q ∈ S, dist p q ≤ Rc) (n : ℕ) :
    (clusters S Rc n).card = S.card.choose n := by
  unfold clusters
  rw [Finset.filter_true_of_mem, Finset.card_powersetCard]
  intro t ht p hp q hq
  have hts := (Finset.mem_powersetCard.1 ht).1
  exact h p (hts hp) q (hts hq)

end DispersionClusterCount
```

```lean
#print axioms DispersionClusterCount.card_triples_le
#print axioms DispersionClusterCount.abs_energy_le
#print axioms DispersionClusterCount.card_clusters_of_all_close
```

```
'DispersionClusterCount.card_triples_le' depends on axioms: [propext, Classical.choice, Quot.sound]
'DispersionClusterCount.abs_energy_le' depends on axioms: [propext, Classical.choice, Quot.sound]
'DispersionClusterCount.card_clusters_of_all_close' depends on axioms: [propext, Classical.choice, Quot.sound]
```
